# For symmetric relaxation channels with a common equilibrium, the slowest rates add up to a lower bound on the combined slowest rate

Suppose that two relaxation mechanisms of an electron spin system have been computed separately, and that only the slowest rate of each was kept. Their sum is in general not the slowest rate of the system with both mechanisms active. If the sum could come out too large, a repetition delay based on it could be too short, and the populations would not have recovered before the next pulse. For symmetric relaxation matrices with a common equilibrium the error has only one direction: the sum may be too small, never too large. A channel that alone cannot bring all populations to equilibrium counts with slowest rate zero. Under these two conditions, it is therefore a safe estimate in a finite, linear model of EPR relaxation whose channels simply add.

## Channels, modes and the slowest rate

Let $p_i$ be the population of level $i$ and $\pi_i>0$ its equilibrium value. The scaled deviation $x_i=(p_i-\pi_i)/\sqrt{\pi_i}$ obeys $\dot x=-Mx$. If the channel satisfies detailed balance, the real matrix $M$ is symmetric and positive semidefinite, and it annihilates the unit vector $u_i=\sqrt{\pi_i}$. Conservation of total population reads $\langle u,x\rangle=0$.

In the code, levels are labelled by a finite type `ι`, vectors are functions `ι → ℝ`, `⬝ᵥ` is the inner product and `*ᵥ` applies a matrix to a vector.

In Lean 4 with Mathlib:

```lean
import Mathlib

open Matrix

namespace RelaxationChannels

noncomputable section

variable {ι : Type*} [Fintype ι] {u x y : ι → ℝ}
```

A mode is a deviation with $\langle x,x\rangle=1$ and $\langle u,x\rangle=0$. The vector $u$ itself may be arbitrary here; its normalisation is never used.

```lean
/-- A normalized deviation `x` from equilibrium: a unit vector orthogonal to `u`. -/
structure IsMode (u x : ι → ℝ) : Prop where
  unit : x ⬝ᵥ x = 1
  orth : u ⬝ᵥ x = 0
```

The slowest rate is
$$g(M)=\inf\{\langle x,Mx\rangle : x \text{ a mode}\}.$$
With the sign convention above, decay corresponds to positive $g$. A detailed-balance channel that leaves groups of levels unconnected has $g=0$, because the population of each group is conserved. Its smallest nonzero rate must not be used in the sum. For example, take three levels with equal equilibrium populations, one channel that exchanges only levels 1 and 2, and another that exchanges only levels 2 and 3, with unit transition rates. Each has smallest nonzero rate 2, but the slowest rate of both together is 1.

```lean
/-- The slowest rate of the channel `M`: the infimum of `⟨x, M x⟩` over unit vectors `x`
orthogonal to `u`, for a state space of dimension at least two. -/
def slowestRate (u : ι → ℝ) (M : Matrix ι ι ℝ) : ℝ :=
  sInf ((fun x => x ⬝ᵥ M *ᵥ x) '' {x | IsMode u x})
```

## The minimum is attained

If $y\neq0$ and $\langle u,y\rangle=0$, put $r=\sqrt{\langle y,y\rangle}>0$. Then $y/r$ has unit length and is still orthogonal to $u$.

```lean
/-- Every nonzero vector orthogonal to `u` becomes a mode after division by its length. -/
theorem exists_normalize (hy : y ≠ 0) (h : u ⬝ᵥ y = 0) :
    ∃ r : ℝ, 0 < r ∧ r * r = y ⬝ᵥ y ∧ IsMode u (r⁻¹ • y) := by
  have h0 : 0 ≤ y ⬝ᵥ y := Finset.sum_nonneg fun i _ => mul_self_nonneg (y i)
  have hp : 0 < y ⬝ᵥ y :=
    lt_of_le_of_ne h0 fun h => hy (dotProduct_self_eq_zero.1 h.symm)
  obtain ⟨r, hr, hs⟩ : ∃ r : ℝ, 0 < r ∧ r * r = y ⬝ᵥ y :=
    ⟨√(y ⬝ᵥ y), Real.sqrt_pos.2 hp, Real.mul_self_sqrt h0⟩
  have hr' : r ≠ 0 := hr.ne'
  refine ⟨r, hr, hs, ?_, ?_⟩
  · rw [smul_dotProduct, dotProduct_smul, smul_eq_mul, smul_eq_mul, ← hs]
    field_simp
  · rw [dotProduct_smul, h, smul_zero]
```

The two conditions on a mode are equations between continuous functions, so the set of modes is closed. Each component satisfies $x_i^2\le\sum_j x_j^2=1$, which places the set inside the box $[-1,1]^n$, where $n$ is the number of levels. A closed subset of a compact box is compact.

```lean
/-- The modes form a compact set. -/
theorem isCompact_modes (u : ι → ℝ) : IsCompact {x | IsMode u x} := by
  have hset : {x | IsMode u x} = {x | x ⬝ᵥ x = 1} ∩ {x | u ⬝ᵥ x = 0} := by
    ext x
    exact ⟨fun h => ⟨h.unit, h.orth⟩, fun h => ⟨h.1, h.2⟩⟩
  have h1 : Continuous fun x : ι → ℝ => x ⬝ᵥ x := by
    simp only [dotProduct]
    fun_prop
  have h2 : Continuous fun x : ι → ℝ => u ⬝ᵥ x := by
    simp only [dotProduct]
    fun_prop
  have hc : IsClosed {x | IsMode u x} := by
    rw [hset]
    exact (isClosed_eq h1 continuous_const).inter (isClosed_eq h2 continuous_const)
  -- each component of a unit vector lies between -1 and 1
  refine IsCompact.of_isClosed_subset
    (isCompact_Icc (a := fun _ : ι => (-1 : ℝ)) (b := fun _ => 1)) hc ?_
  intro x hx
  have hb : ∀ i, x i * x i ≤ 1 := fun i => by
    rw [← hx.unit]
    exact Finset.single_le_sum (f := fun i => x i * x i)
      (fun j _ => mul_self_nonneg (x j)) (Finset.mem_univ i)
  exact ⟨fun i => by nlinarith [hb i], fun i => by nlinarith [hb i]⟩
```

The form $\langle x,Mx\rangle=\sum_{ij}x_iM_{ij}x_j$ is a polynomial in the components, hence continuous.

```lean
theorem continuous_form (M : Matrix ι ι ℝ) :
    Continuous fun x : ι → ℝ => x ⬝ᵥ M *ᵥ x := by
  simp only [dotProduct, Matrix.mulVec]
  fun_prop
```

Its values on the compact set of modes are bounded below, so the infimum is a genuine lower bound: $g(M)\le\langle x,Mx\rangle$ for every mode $x$.

```lean
/-- No mode relaxes with a quadratic form `⟨x, M x⟩` below the slowest rate. -/
theorem slowestRate_le (M : Matrix ι ι ℝ) (hx : IsMode u x) :
    slowestRate u M ≤ x ⬝ᵥ M *ᵥ x :=
  csInf_le ((isCompact_modes u).image (continuous_form M)).bddBelow ⟨x, hx, rfl⟩
```

For the infimum to be a minimum, there must be at least one mode. Take two different levels $i\ne j$, with unit vectors $e_i,e_j$. If $u_i=0$, then $e_i$ is orthogonal to $u$. Otherwise $v=u_je_i-u_ie_j$ is nonzero and $\langle u,v\rangle=u_ju_i-u_iu_j=0$. Normalising gives a mode, and a continuous function on a nonempty compact set attains its minimum. The hypothesis `[Nontrivial ι]` supplies the two levels.

```lean
/-- In dimension at least two the slowest rate is attained by some mode. -/
theorem exists_slowest [Nontrivial ι] (u : ι → ℝ) (M : Matrix ι ι ℝ) :
    ∃ x, IsMode u x ∧ x ⬝ᵥ M *ᵥ x = slowestRate u M := by
  classical
  obtain ⟨i, j, hij⟩ := exists_pair_ne ι
  -- two coordinates suffice to build a vector orthogonal to u
  have hv : ∃ v : ι → ℝ, v ≠ 0 ∧ u ⬝ᵥ v = 0 := by
    by_cases hi : u i = 0
    · refine ⟨Pi.single i 1, fun h => ?_, by simp [hi]⟩
      have := congrFun h i
      simp at this
    · refine ⟨Pi.single i (u j) - Pi.single j (u i), fun h => hi ?_, ?_⟩
      · simpa [Pi.single_apply, hij.symm] using congrFun h j
      · simp [dotProduct_sub, mul_comm]
  obtain ⟨v, hv0, hv⟩ := hv
  obtain ⟨r, -, -, hm⟩ := exists_normalize hv0 hv
  have hne : {x | IsMode u x}.Nonempty := ⟨_, hm⟩
  obtain ⟨x, hx, h⟩ :=
    ((isCompact_modes u).image (continuous_form M)).sInf_mem (hne.image _)
  exact ⟨x, hx, h⟩
```

## The inequality and its equality case

Let $x$ be a minimiser for $A+B$. Then
$$g(A+B)=\langle x,Ax\rangle+\langle x,Bx\rangle\ge g(A)+g(B).$$
If the outer terms are equal, neither summand can exceed its own minimum, so $x$ minimises both forms. Conversely, if a mode $y$ minimises both, then $g(A+B)\le\langle y,(A+B)y\rangle=g(A)+g(B)$, and the inequality closes to an equality.

The theorem states both parts for arbitrary real matrices and arbitrary $u$, in dimension at least two. It takes for granted that both channels share the same $u$, and that the combined generator is $A+B$. The latter physically means that the mechanisms act independently, without cross-correlation terms.

```lean
/-- In dimension at least two, adding separately computed slowest rates never overestimates the
slowest rate of the combined channels, and the sum is exact iff one mode minimizes both quadratic
forms. -/
theorem slowestRate_add [Nontrivial ι] (u : ι → ℝ) (A B : Matrix ι ι ℝ) :
    slowestRate u A + slowestRate u B ≤ slowestRate u (A + B) ∧
    (slowestRate u (A + B) = slowestRate u A + slowestRate u B ↔
      ∃ x, IsMode u x ∧ x ⬝ᵥ A *ᵥ x = slowestRate u A ∧
        x ⬝ᵥ B *ᵥ x = slowestRate u B) := by
  -- test both channels on the slowest mode of the sum
  obtain ⟨x, hx, h⟩ := exists_slowest u (A + B)
  rw [Matrix.add_mulVec, dotProduct_add] at h
  have ha := slowestRate_le A hx
  have hb := slowestRate_le B hx
  refine ⟨by linarith, fun he => ⟨x, hx, by linarith, by linarith⟩, ?_⟩
  rintro ⟨y, hy, h1, h2⟩
  have h3 := slowestRate_le (A + B) hy
  rw [Matrix.add_mulVec, dotProduct_add] at h3
  linarith
```

## When the minimum is a decay rate

For a general real matrix, $g$ is only the minimum of a quadratic form. Symmetry and $Au=0$ turn it into an eigenvalue. The first step extends the lower bound to vectors of any length: if $y=rx$ with $x$ a mode, then $\langle y,My\rangle=r^2\langle x,Mx\rangle\ge g(M)\langle y,y\rangle$, and $y=0$ is trivial.

```lean
/-- Every deviation `y` orthogonal to `u` obeys `⟨y, M y⟩ ≥ g ⟨y, y⟩`, where `g` is the
slowest rate of `M`. -/
theorem slowestRate_mul_le (M : Matrix ι ι ℝ) (h : u ⬝ᵥ y = 0) :
    slowestRate u M * (y ⬝ᵥ y) ≤ y ⬝ᵥ M *ᵥ y := by
  by_cases hy : y = 0
  · subst hy
    simp
  obtain ⟨r, hr, hs, hm⟩ := exists_normalize hy h
  have hr' : r ≠ 0 := hr.ne'
  have h1 := slowestRate_le M hm
  rw [Matrix.mulVec_smul, smul_dotProduct, dotProduct_smul, smul_eq_mul,
    smul_eq_mul] at h1
  calc slowestRate u M * (y ⬝ᵥ y) = slowestRate u M * (r * r) := by rw [hs]
    _ ≤ (r⁻¹ * (r⁻¹ * (y ⬝ᵥ M *ᵥ y))) * (r * r) :=
        mul_le_mul_of_nonneg_right h1 (mul_self_nonneg r)
    _ = y ⬝ᵥ M *ᵥ y := by field_simp
```

Now let a mode $x$ attain $g=g(A)$, and define the residual $w=Ax-gx$. By symmetry,
$$\langle u,w\rangle=\langle x,Au\rangle-g\langle u,x\rangle=0,$$
so $x+tw$ is orthogonal to $u$ for every real $t$. Inserting it into the bound and using $\langle x,Ax\rangle=g$ gives
$$0\le 2t\langle w,w\rangle+t^2\big(\langle w,Aw\rangle-g\langle w,w\rangle\big).$$
A quadratic in $t$ that is never negative has discriminant $4\langle w,w\rangle^2\le0$. Hence $w=0$ and $Ax=gx$. In the other direction, $Ax=gx$ gives $\langle x,Ax\rangle=g$ at once.

In the code, `key` is the quadratic inequality and `discrim_le_zero` delivers the discriminant condition. Under $\dot x=-Ax$ such a mode decays as $e^{-gt}$, a step from algebra to dynamics that is left to the reader.

```lean
/-- For a symmetric channel that leaves `u` unrelaxed, a mode attains the slowest rate
iff it is an eigenvector of the channel with that rate as eigenvalue. -/
theorem slowest_iff_eigenmode {A : Matrix ι ι ℝ} (hA : A.IsSymm) (hu : A *ᵥ u = 0)
    (hx : IsMode u x) :
    x ⬝ᵥ A *ᵥ x = slowestRate u A ↔ A *ᵥ x = slowestRate u A • x := by
  constructor
  · intro h
    have sym : ∀ y z : ι → ℝ, y ⬝ᵥ A *ᵥ z = z ⬝ᵥ A *ᵥ y := fun y z => by
      rw [Matrix.dotProduct_mulVec, ← Matrix.mulVec_transpose, hA.eq, dotProduct_comm]
    -- the residual w is itself orthogonal to u
    obtain ⟨w, hwd⟩ : ∃ w, w = A *ᵥ x - slowestRate u A • x := ⟨_, rfl⟩
    have hw : u ⬝ᵥ w = 0 := by
      rw [hwd, dotProduct_sub, sym u x, hu, dotProduct_zero, dotProduct_smul, hx.orth,
        smul_zero, sub_zero]
    have hww : w ⬝ᵥ w = w ⬝ᵥ A *ᵥ x - slowestRate u A * (w ⬝ᵥ x) := by
      calc w ⬝ᵥ w = w ⬝ᵥ (A *ᵥ x - slowestRate u A • x) := by rw [← hwd]
        _ = _ := by rw [dotProduct_sub, dotProduct_smul, smul_eq_mul]
    -- moving from x along w cannot go below the minimum
    have key : ∀ t : ℝ, 0 ≤ (w ⬝ᵥ A *ᵥ w - slowestRate u A * (w ⬝ᵥ w)) * (t * t)
        + (2 * (w ⬝ᵥ w)) * t + 0 := fun t => by
      have h1 := slowestRate_mul_le A (u := u) (y := x + t • w) (by
        rw [dotProduct_add, dotProduct_smul, hx.orth, hw, smul_zero, add_zero])
      simp only [Matrix.mulVec_add, Matrix.mulVec_smul, dotProduct_add, add_dotProduct,
        dotProduct_smul, smul_dotProduct, smul_eq_mul] at h1
      rw [sym x w, dotProduct_comm x w, hx.unit, h] at h1
      have e : 2 * t * (w ⬝ᵥ w)
          = 2 * t * (w ⬝ᵥ A *ᵥ x - slowestRate u A * (w ⬝ᵥ x)) := by rw [← hww]
      nlinarith [h1, e]
    have hd := discrim_le_zero key
    rw [discrim] at hd
    have hsq : (w ⬝ᵥ w) ^ 2 ≤ 0 := by nlinarith [hd]
    have hw0 : w = 0 := dotProduct_self_eq_zero.1
      ((pow_eq_zero_iff two_ne_zero).1 (le_antisymm hsq (sq_nonneg _)))
    rw [hwd] at hw0
    exact sub_eq_zero.1 hw0
  · intro h
    rw [h, dotProduct_smul, hx.unit, smul_eq_mul, mul_one]
```

Applied to both channels, this rewrites the equality case: the slowest rates add exactly if and only if the channels share a slowest eigenmode.

```lean
/-- For two symmetric channels that leave `u` unrelaxed, in dimension at least two, the
slowest rates add exactly iff the channels share a slowest eigenmode. -/
theorem rates_add_iff_common_eigenmode [Nontrivial ι] {A B : Matrix ι ι ℝ}
    (hA : A.IsSymm) (hB : B.IsSymm) (hAu : A *ᵥ u = 0) (hBu : B *ᵥ u = 0) :
    slowestRate u (A + B) = slowestRate u A + slowestRate u B ↔
      ∃ x, IsMode u x ∧ A *ᵥ x = slowestRate u A • x ∧
        B *ᵥ x = slowestRate u B • x := by
  rw [(slowestRate_add u A B).2]
  constructor
  · rintro ⟨x, hx, h1, h2⟩
    exact ⟨x, hx, (slowest_iff_eigenmode hA hAu hx).1 h1,
      (slowest_iff_eigenmode hB hBu hx).1 h2⟩
  · rintro ⟨x, hx, h1, h2⟩
    exact ⟨x, hx, (slowest_iff_eigenmode hA hAu hx).2 h1,
      (slowest_iff_eigenmode hB hBu hx).2 h2⟩
```

Positivity enters in a separate statement. If $B$ is positive semidefinite and $x$ minimises the form of $A+B$, then $g(A+B)=\langle x,Ax\rangle+\langle x,Bx\rangle\ge g(A)$. An additional channel with the same equilibrium, symmetric and positive semidefinite in the same scaled variables, never lowers the slowest rate.

```lean
/-- In dimension at least two, adding a positive semidefinite channel `B` never lowers
the slowest rate. -/
theorem slowestRate_le_add [Nontrivial ι] (u : ι → ℝ) (A : Matrix ι ι ℝ)
    {B : Matrix ι ι ℝ} (hB : B.PosSemidef) :
    slowestRate u A ≤ slowestRate u (A + B) := by
  obtain ⟨x, hx, h⟩ := exists_slowest u (A + B)
  rw [Matrix.add_mulVec, dotProduct_add] at h
  have hb : 0 ≤ x ⬝ᵥ B *ᵥ x := by
    simpa only [star_trivial] using hB.dotProduct_mulVec_nonneg x
  linarith [slowestRate_le A hx]
```

## Two channels with rate 1 that combine to rate 4

For three levels, take an orthonormal basis whose first axis is $u$. The components $x_0,x_1,x_2$ now refer to this basis, not to the single levels. For the diagonal matrix with entries $0,a,b$, every mode has $x_0=0$ and $x_1^2+x_2^2=1$, so
$$ax_1^2+bx_2^2\ge\min(a,b).$$
The second and third basis vectors give the values $a$ and $b$, so the minimum is $\min(a,b)$.

```lean
/-- A diagonal three-level channel with rates `0, a, b` and `u` along the first axis has
slowest rate `min a b`. -/
theorem slowestRate_diagonal (a b : ℝ) :
    slowestRate ![1, 0, 0] (Matrix.diagonal ![0, a, b]) = min a b := by
  have form : ∀ x : Fin 3 → ℝ, x ⬝ᵥ Matrix.diagonal ![0, a, b] *ᵥ x
      = a * x 1 ^ 2 + b * x 2 ^ 2 := fun x => by
    simp [dotProduct, Matrix.mulVec_diagonal, Fin.sum_univ_three]
    ring
  apply le_antisymm
  · apply le_min
    · have h := slowestRate_le (u := ![1, 0, 0]) (x := ![0, 1, 0])
        (Matrix.diagonal ![0, a, b])
        ⟨by simp [dotProduct, Fin.sum_univ_three], by simp [dotProduct, Fin.sum_univ_three]⟩
      rw [form] at h
      simpa using h
    · have h := slowestRate_le (u := ![1, 0, 0]) (x := ![0, 0, 1])
        (Matrix.diagonal ![0, a, b])
        ⟨by simp [dotProduct, Fin.sum_univ_three], by simp [dotProduct, Fin.sum_univ_three]⟩
      rw [form] at h
      simpa using h
  · obtain ⟨x, hx, h⟩ := exists_slowest ![1, 0, 0] (Matrix.diagonal ![0, a, b])
    rw [← h, form]
    have h1 : x 0 * x 0 + x 1 * x 1 + x 2 * x 2 = 1 := by
      simpa [dotProduct, Fin.sum_univ_three] using hx.unit
    have h2 : x 0 = 0 := by
      simpa [dotProduct, Fin.sum_univ_three] using hx.orth
    calc min a b = min a b * x 1 ^ 2 + min a b * x 2 ^ 2 := by
          linear_combination (-(min a b)) * h1 + min a b * x 0 * h2
      _ ≤ a * x 1 ^ 2 + b * x 2 ^ 2 :=
          add_le_add (mul_le_mul_of_nonneg_right (min_le_left a b) (sq_nonneg _))
            (mul_le_mul_of_nonneg_right (min_le_right a b) (sq_nonneg _))
```

Entries $0,1,3$ and $0,3,1$ each give slowest rate 1, in any common unit. The sum has entries $0,4,4$ and slowest rate 4, twice the estimate $1+1$. Each channel relaxes quickly the mode that the other leaves slow. Such channels exist: for equal equilibrium populations, take $(1,0,-1)/\sqrt2$ and $(1,-2,1)/\sqrt6$ as second and third axes. The transition rates between the level pairs 12, 13 and 23 are then $1,0,1$ in the first channel and $\tfrac13,\tfrac43,\tfrac13$ in the second, none of them negative.

```lean
/-- Two diagonal channels with rates `0, 1, 3` and `0, 3, 1` each have slowest rate 1,
while their sum has slowest rate 4. -/
theorem strict_example :
    slowestRate ![1, 0, 0] (Matrix.diagonal ![0, 1, 3]) = 1 ∧
    slowestRate ![1, 0, 0] (Matrix.diagonal ![0, 3, 1]) = 1 ∧
    slowestRate ![1, 0, 0]
      (Matrix.diagonal ![0, 1, 3] + Matrix.diagonal ![0, 3, 1]) = 4 := by
  have hs : (Matrix.diagonal ![0, 1, 3] + Matrix.diagonal ![0, 3, 1] :
      Matrix (Fin 3) (Fin 3) ℝ) = Matrix.diagonal ![0, 4, 4] := by
    ext i j
    fin_cases i <;> fin_cases j <;> norm_num [Matrix.diagonal]
  rw [hs, slowestRate_diagonal, slowestRate_diagonal, slowestRate_diagonal]
  norm_num

end

end RelaxationChannels
```

```lean
#print axioms RelaxationChannels.rates_add_iff_common_eigenmode
#print axioms RelaxationChannels.slowestRate_le_add
#print axioms RelaxationChannels.strict_example
```

```
'RelaxationChannels.rates_add_iff_common_eigenmode' depends on axioms: [propext, Classical.choice, Quot.sound]
'RelaxationChannels.slowestRate_le_add' depends on axioms: [propext, Classical.choice, Quot.sound]
'RelaxationChannels.strict_example' depends on axioms: [propext, Classical.choice, Quot.sound]
```
